# At positive coupling, Feynman's polaron action term lies between $\alpha$ and $\alpha v/w$ when $0<w\le v$

For coupling $\alpha>0$ and trial parameters $0<w\le v$, the action term
$$A=\frac{\alpha v}{\sqrt\pi}\int_0^\infty\frac{e^{-s}}{\sqrt{D(s)}}\,ds,\qquad D(s)=w^2s+(v^2-w^2)\,\frac{1-e^{-vs}}{v},$$
satisfies $\alpha\le A\le\alpha v/w$. Each bound is attained exactly when $v=w$.

```lean
import Mathlib

open MeasureTheory Set

namespace FeynmanPolaronAction

noncomputable section

/-- The function `D(s) = w² s + (v² - w²)(1 - exp(-v s))/v` of imaginary time `s`, for
Feynman's harmonic trial action with parameters `v` and `w`. -/
def pathSpread (v w s : ℝ) : ℝ :=
  w ^ 2 * s + (v ^ 2 - w ^ 2) * ((1 - Real.exp (-(v * s))) / v)

/-- The action term `A = (α v / √π) ∫ exp(-s) / √D(s) ds` over `s > 0`, with coupling `α`. -/
def actionTerm (α v w : ℝ) : ℝ :=
  α * v / √Real.pi * ∫ s in Ioi (0 : ℝ), Real.exp (-s) / √(pathSpread v w s)

/-- Feynman's variational energy `3 (v - w)² / (4 v) - A`, in units of the phonon energy. -/
def feynmanEnergy (α v w : ℝ) : ℝ :=
  3 * (v - w) ^ 2 / (4 * v) - actionTerm α v w

/-- For `v > 0` and `s > 0`, the function `(1 - exp(-v s))/v` is positive and stays below `s`. -/
theorem relaxation_bounds {v s : ℝ} (hv : 0 < v) (hs : 0 < s) :
    0 < (1 - Real.exp (-(v * s))) / v ∧ (1 - Real.exp (-(v * s))) / v < s := by
  have hvs : 0 < v * s := mul_pos hv hs
  have h1 : Real.exp (-(v * s)) < 1 := Real.exp_lt_one_iff.2 (by linarith)
  have h2 := Real.add_one_lt_exp (x := -(v * s)) (by linarith)
  refine ⟨div_pos (by linarith) hv, ?_⟩
  rw [div_lt_iff₀ hv]
  linarith [mul_comm v s]

/-- At fixed `v > 0` and fixed `s > 0`, `D(s)` grows strictly with `w` over `w ≥ 0`. -/
theorem pathSpread_lt {v w₁ w₂ s : ℝ} (hv : 0 < v) (hs : 0 < s) (hw : 0 ≤ w₁)
    (h : w₁ < w₂) : pathSpread v w₁ s < pathSpread v w₂ s := by
  have hq := (relaxation_bounds hv hs).2
  have hsq : w₁ ^ 2 < w₂ ^ 2 := by nlinarith
  unfold pathSpread
  nlinarith [mul_pos (sub_pos.2 hsq) (sub_pos.2 hq)]

/-- For positive `v`, `w` and `s`, `D(s)` is at least `m² s`, where `m` is the smaller of `v` and
`w`. -/
theorem le_pathSpread {v w s : ℝ} (hv : 0 < v) (hw : 0 < w) (hs : 0 < s) :
    (min v w) ^ 2 * s ≤ pathSpread v w s := by
  obtain ⟨hq0, hq⟩ := relaxation_bounds hv hs
  unfold pathSpread
  rcases le_total v w with h | h
  · rw [min_eq_left h]
    have hsq : v ^ 2 ≤ w ^ 2 := by nlinarith
    nlinarith [mul_nonneg (sub_nonneg.2 hsq) (sub_pos.2 hq).le]
  · rw [min_eq_right h]
    have hsq : w ^ 2 ≤ v ^ 2 := by nlinarith
    nlinarith [mul_nonneg (sub_nonneg.2 hsq) hq0.le]

/-- For the linear spread `c² s` with `c > 0` the integral converges and equals `√π / c`. -/
theorem linear_spread_integral {c : ℝ} (hc : 0 < c) :
    IntegrableOn (fun s : ℝ => Real.exp (-s) / √(c ^ 2 * s)) (Ioi 0) ∧
      ∫ s in Ioi (0 : ℝ), Real.exp (-s) / √(c ^ 2 * s) = √Real.pi / c := by
  -- rewrite the integrand as the Gamma integrand at 1/2
  have e : EqOn (fun s : ℝ => Real.exp (-s) / √(c ^ 2 * s))
      (fun s : ℝ => c⁻¹ * (Real.exp (-s) * s ^ ((1 / 2 : ℝ) - 1))) (Ioi 0) := by
    intro s hs
    have hs' : 0 < s := hs
    have h : s ^ ((1 / 2 : ℝ) - 1) = (√s)⁻¹ := by
      rw [show (1 / 2 : ℝ) - 1 = -(1 / 2) by norm_num, Real.rpow_neg hs'.le,
        ← Real.sqrt_eq_rpow]
    have hq : 0 < √s := Real.sqrt_pos.2 hs'
    show Real.exp (-s) / √(c ^ 2 * s) = c⁻¹ * (Real.exp (-s) * s ^ ((1 / 2 : ℝ) - 1))
    rw [h, Real.sqrt_mul (sq_nonneg c), Real.sqrt_sq hc.le]
    field_simp
  have half : (0 : ℝ) < 1 / 2 := by norm_num
  constructor
  · exact (integrableOn_congr_fun e measurableSet_Ioi).2
      (Integrable.const_mul (Real.GammaIntegral_convergent half) _)
  · rw [setIntegral_congr_fun measurableSet_Ioi e, integral_const_mul,
      ← Real.Gamma_eq_integral half, Real.Gamma_one_half_eq]
    ring

/-- The integral in the action term converges for all positive `v` and `w`. -/
theorem action_integrable {v w : ℝ} (hv : 0 < v) (hw : 0 < w) :
    IntegrableOn (fun s : ℝ => Real.exp (-s) / √(pathSpread v w s)) (Ioi 0) := by
  have hm : 0 < min v w := lt_min hv hw
  have hc : Continuous (fun s : ℝ => pathSpread v w s) := by
    simp only [pathSpread]
    fun_prop
  have he : Measurable (fun s : ℝ => Real.exp (-s)) := by fun_prop
  have hmeas : Measurable (fun s : ℝ => Real.exp (-s) / √(pathSpread v w s)) :=
    he.div (Real.continuous_sqrt.measurable.comp hc.measurable)
  -- dominate by the integrand of the linear spread
  refine Integrable.mono' (linear_spread_integral hm).1 hmeas.aestronglyMeasurable ?_
  refine (ae_restrict_iff' measurableSet_Ioi).2 (Filter.Eventually.of_forall fun s hs => ?_)
  have hs' : 0 < s := hs
  rw [Real.norm_of_nonneg (div_nonneg (Real.exp_pos _).le (Real.sqrt_nonneg _))]
  exact div_le_div_of_nonneg_left (Real.exp_pos _).le
    (Real.sqrt_pos.2 (mul_pos (pow_pos hm 2) hs')) (Real.sqrt_le_sqrt (le_pathSpread hv hw hs'))

/-- For positive spreads whose integrals converge, a spread that is strictly larger at every `s > 0`
gives a strictly smaller integral. -/
theorem integral_lt_of_spread_lt {D₁ D₂ : ℝ → ℝ}
    (h₁ : IntegrableOn (fun s : ℝ => Real.exp (-s) / √(D₁ s)) (Ioi 0))
    (h₂ : IntegrableOn (fun s : ℝ => Real.exp (-s) / √(D₂ s)) (Ioi 0))
    (h : ∀ s, 0 < s → 0 < D₁ s ∧ D₁ s < D₂ s) :
    ∫ s in Ioi (0 : ℝ), Real.exp (-s) / √(D₂ s) <
      ∫ s in Ioi (0 : ℝ), Real.exp (-s) / √(D₁ s) := by
  have hpos : ∀ s ∈ Ioi (0 : ℝ),
      0 < Real.exp (-s) / √(D₁ s) - Real.exp (-s) / √(D₂ s) := by
    intro s hs
    obtain ⟨ha, hb⟩ := h s hs
    exact sub_pos.2 (div_lt_div_of_pos_left (Real.exp_pos _) (Real.sqrt_pos.2 ha)
      (Real.sqrt_lt_sqrt ha.le hb))
  have key : 0 < ∫ s in Ioi (0 : ℝ),
      (Real.exp (-s) / √(D₁ s) - Real.exp (-s) / √(D₂ s)) := by
    refine (setIntegral_pos_iff_support_of_nonneg_ae ?_ (h₁.sub h₂)).2 ?_
    · exact (ae_restrict_iff' measurableSet_Ioi).2
        (Filter.Eventually.of_forall fun s hs => (hpos s hs).le)
    · have hv : (0 : ENNReal) < volume (Ioi (0 : ℝ)) := by simp [Real.volume_Ioi]
      exact lt_of_lt_of_le hv (measure_mono fun s hs => ⟨(hpos s hs).ne', hs⟩)
  rw [integral_sub h₁ h₂] at key
  linarith

/-- For `α > 0` and fixed `v > 0`, the action term decreases strictly as `w` increases over the
positive reals. -/
theorem actionTerm_strictAntiOn {α v : ℝ} (hα : 0 < α) (hv : 0 < v) :
    StrictAntiOn (actionTerm α v) (Ioi 0) := by
  intro w₁ h₁ w₂ h₂ h
  have h₁' : 0 < w₁ := h₁
  have h₂' : 0 < w₂ := h₂
  refine mul_lt_mul_of_pos_left ?_ (div_pos (mul_pos hα hv) (Real.sqrt_pos.2 Real.pi_pos))
  refine integral_lt_of_spread_lt (action_integrable hv h₁') (action_integrable hv h₂') ?_
  intro s hs
  exact ⟨lt_of_lt_of_le (mul_pos (pow_pos (lt_min hv h₁') 2) hs) (le_pathSpread hv h₁' hs),
    pathSpread_lt hv hs h₁'.le h⟩

/-- For `v = w > 0` the action term equals the coupling constant `α`. -/
theorem actionTerm_self (α : ℝ) {v : ℝ} (hv : 0 < v) : actionTerm α v v = α := by
  have hD : ∀ s, pathSpread v v s = v ^ 2 * s := fun s => by simp [pathSpread]
  have hp : √Real.pi ≠ 0 := (Real.sqrt_pos.2 Real.pi_pos).ne'
  unfold actionTerm
  simp_rw [hD]
  rw [(linear_spread_integral hv).2]
  field_simp

/-- For `α > 0` and `0 < w < v` the action term lies strictly below `α v / w`. -/
theorem actionTerm_lt {α v w : ℝ} (hα : 0 < α) (hw : 0 < w) (h : w < v) :
    actionTerm α v w < α * v / w := by
  have hv : 0 < v := hw.trans h
  have hp : 0 < √Real.pi := Real.sqrt_pos.2 Real.pi_pos
  have hI := integral_lt_of_spread_lt (D₁ := fun s => w ^ 2 * s) (D₂ := pathSpread v w)
    (linear_spread_integral hw).1 (action_integrable hv hw) (by
      intro s hs
      refine ⟨mul_pos (pow_pos hw 2) hs, ?_⟩
      have hsq : w ^ 2 < v ^ 2 := by nlinarith
      have := mul_pos (sub_pos.2 hsq) (relaxation_bounds hv hs).1
      show w ^ 2 * s < pathSpread v w s
      unfold pathSpread
      linarith)
  rw [(linear_spread_integral hw).2] at hI
  calc actionTerm α v w < α * v / √Real.pi * (√Real.pi / w) :=
        mul_lt_mul_of_pos_left hI (div_pos (mul_pos hα hv) hp)
    _ = α * v / w := by field_simp

/-- For `α > 0` and `0 < w ≤ v` the action term lies between `α` and `α v / w`, and each of the two
bounds is attained exactly when `v = w`. -/
theorem actionTerm_bounds {α v w : ℝ} (hα : 0 < α) (hw : 0 < w) (hwv : w ≤ v) :
    α ≤ actionTerm α v w ∧ actionTerm α v w ≤ α * v / w ∧
      (actionTerm α v w = α ↔ v = w) ∧ (actionTerm α v w = α * v / w ↔ v = w) := by
  rcases hwv.eq_or_lt with h | h
  · subst h
    have h1 := actionTerm_self α hw
    have h2 : α * w / w = α := mul_div_cancel_right₀ α hw.ne'
    rw [h1, h2]
    simp
  · have hv : 0 < v := hw.trans h
    -- compare with the point w = v, where the action term is α
    have h1 : actionTerm α v v < actionTerm α v w := actionTerm_strictAntiOn hα hv hw hv h
    rw [actionTerm_self α hv] at h1
    have h2 := actionTerm_lt hα hw h
    exact ⟨h1.le, h2.le, ⟨fun e => absurd e h1.ne', fun e => absurd e h.ne'⟩,
      ⟨fun e => absurd e h2.ne, fun e => absurd e h.ne'⟩⟩

/-- For `α > 0` and `0 < w ≤ v` Feynman's energy lies between the values obtained by replacing the
action term with `α v / w` and with `α`. -/
theorem feynmanEnergy_bounds {α v w : ℝ} (hα : 0 < α) (hw : 0 < w) (hwv : w ≤ v) :
    3 * (v - w) ^ 2 / (4 * v) - α * v / w ≤ feynmanEnergy α v w ∧
      feynmanEnergy α v w ≤ 3 * (v - w) ^ 2 / (4 * v) - α := by
  obtain ⟨h1, h2, -, -⟩ := actionTerm_bounds hα hw hwv
  unfold feynmanEnergy
  constructor <;> linarith

end

end FeynmanPolaronAction
```

```lean
#print axioms FeynmanPolaronAction.actionTerm_bounds
#print axioms FeynmanPolaronAction.feynmanEnergy_bounds
```

```
'FeynmanPolaronAction.actionTerm_bounds' depends on axioms: [propext, Classical.choice, Quot.sound]
'FeynmanPolaronAction.feynmanEnergy_bounds' depends on axioms: [propext, Classical.choice, Quot.sound]
```

## An electron tied to a fictitious mass

Feynman's variational treatment of the Fröhlich polaron replaces the phonon cloud by one particle of mass $M$, bound to the electron by a spring. In units where $\hbar$, the electron band mass and the phonon frequency are 1, $w$ is the frequency at which this particle oscillates when the electron is held fixed, and $v$ is the frequency of their relative motion when both can move. These trial parameters obey $v^2=w^2(1+M)$. The condition $w\le v$ therefore says that $M\ge0$, and $v=w$ is the free electron.

The variable $s$ is imaginary time, and $e^{-s}$ is the decay of the phonon propagator. The quantity $D(s)/v^2$ is the mean-square displacement of the electron per Cartesian direction in the trial system. At short times $D(s)\approx v^2s$, as for the bare electron; at long times $D$ grows at the rate $w^2$, as for a particle of mass $1+M=v^2/w^2$. The two bounds on $A$ come from using one of these linear laws at all times.

In Lean, `pathSpread v w s` is $D(s)$, `actionTerm α v w` is $A$, and `feynmanEnergy α v w` is the zero-temperature trial energy $3(v-w)^2/(4v)-A$ in units of the phonon energy. All arguments are real numbers, and `Ioi 0` is the half-line $s>0$.

The main theorem, `actionTerm_bounds`, assumes `0 < α`, `0 < w` and `w ≤ v`, and gives both inequalities and both equality conditions. `actionTerm_strictAntiOn` says more about the dependence on $w$: at fixed $\alpha>0$ and $v>0$, $A$ decreases strictly over all $w>0$, including $w>v$. Under the hypotheses of the main theorem, `feynmanEnergy_bounds` inserts the bounds on $A$ into the energy:
$$\frac{3(v-w)^2}{4v}-\frac{\alpha v}{w}\;\le\;\frac{3(v-w)^2}{4v}-A\;\le\;\frac{3(v-w)^2}{4v}-\alpha .$$

This encloses the trial energy at given $v$ and $w$, not the polaron's ground-state energy. The file takes the formula for the trial energy as a definition; it neither derives it from the path integral nor minimises it over the parameters.

## Comparing the spread with straight lines

Let $q(s)=(1-e^{-vs})/v$. For $x>0$ we have $1-x<e^{-x}<1$. Setting $x=vs$ gives
$$0<q(s)<s\qquad(s>0).$$

Now collect the terms in $w^2$:
$$D(s)=v^2q(s)+w^2\bigl(s-q(s)\bigr).$$
Since $s-q(s)>0$, $D(s)$ increases strictly with $w>0$. At $w=v$ it equals $v^2s$. For $w<v$ this gives $D(s)<v^2s$, while the original form of $D$, with $(v^2-w^2)q(s)>0$, gives $D(s)>w^2s$. Hence
$$w^2s<D(s)<v^2s\qquad(s>0,\ w<v).$$

For a linear spread $c^2s$ with $c>0$, the integral is a Gamma function:
$$\int_0^\infty\frac{e^{-s}}{\sqrt{c^2s}}\,ds=\frac1c\int_0^\infty e^{-s}s^{-1/2}\,ds=\frac{\Gamma(1/2)}{c}=\frac{\sqrt\pi}{c}.$$

A larger spread gives a smaller integrand. The integral with $D$ converges, because its integrand is positive and lies below that of $w^2s$. The strict inequalities hold at every $s>0$, so they survive integration:
$$\frac{\sqrt\pi}{v}<\int_0^\infty\frac{e^{-s}}{\sqrt{D(s)}}\,ds<\frac{\sqrt\pi}{w}.$$
Multiplying by $\alpha v/\sqrt\pi$ gives $\alpha<A<\alpha v/w$ for $w<v$. If $v=w$, then $D(s)=v^2s$ and $A=\alpha=\alpha v/w$. This settles both equality cases.

## The same comparison in Lean

`relaxation_bounds` proves $q>0$ from $e^{-vs}<1$, and $q<s$ from the strict inequality $x+1<e^x$ for $x\ne0$, used at $x=-vs$. `pathSpread_lt` gives the growth of $D$ with $w$; its `nlinarith` call receives the product $(w_2^2-w_1^2)(s-q)>0$, which is the difference of the two spreads.

`linear_spread_integral` rewrites the integrand as the Gamma integrand at $1/2$ and returns both convergence and the value $\sqrt\pi/c$. To cover $w>v$ as well, `le_pathSpread` supplies the lower bound $D(s)\ge\min(v,w)^2s$, and `action_integrable` uses it for domination. Convergence matters here because Mathlib defines the integral of a non-integrable function to be 0.

`integral_lt_of_spread_lt` carries out the strict comparison: the difference of the integrands is positive at every $s>0$, so its integral is positive. Applied to two values of $w$, it yields `actionTerm_strictAntiOn`; applied to $w^2s$ and $D(s)$, it yields the upper bound `actionTerm_lt`. The proof of `actionTerm_bounds` splits into $w=v$, handled by `actionTerm_self`, and $w<v$, where the lower bound follows by comparing $A$ at $w$ with its value $\alpha$ at $w=v$.

## Evaluating the integral numerically

A program that minimises Feynman's trial energy numerically over $v$ and $w$ evaluates $A$ repeatedly. The integrand diverges as $s^{-1/2}$ at the origin, and the substitution $s=x^2$ removes the divergence:
$$A=\frac{2\alpha v}{\sqrt\pi}\int_0^\infty\frac{x\,e^{-x^2}}{\sqrt{D(x^2)}}\,dx .$$
The new integrand tends to $1/v$ as $x\to0$. For small $s$, computing $1-e^{-vs}$ as `-expm1(-v*s)` avoids cancellation. For $\alpha>0$ and $0<w\le v$, a computed ratio $A/\alpha$ outside $[1,v/w]$ by more than the numerical tolerance reveals an error in the evaluation of $A$.

## Using the fictitious mass as a parameter

The statement could also be written with $w>0$ and $M\ge0$ as the variables. The bounds would become $\alpha\le A\le\alpha\sqrt{1+M}$, with equality exactly at $M=0$, and the hypothesis $w\le v$ would be automatic. The choice of $v$ and $w$ keeps the usual form of the energy formula and lets the monotonicity theorem include $w>v$, which would correspond to a negative fictitious mass.
